# Charging conductors in a linear dielectric with its slow polarisation frozen: the excess work is quadratic in the charge jump when the potential matrix is symmetric

## One sphere, charged in two stages

Take a single conducting sphere of radius a in a solvent, in Gaussian units, so that a charge q on it produces the vacuum potential q/a. The solvent has two dielectric constants. The static one, e0, applies when all of the polarisation has had time to respond. The fast one, ei (usually written ε∞), applies when only the electrons of the solvent follow and the molecular orientations stand still.

Charge the sphere slowly from 0 to q0. The potential at charge q is q/(e0 a), and the work is

q0²/(2 e0 a).

Now change the charge to q1 = q0 + d, too quickly for the slow polarisation to move. The potential starts at q0/(e0 a), and only its further growth is screened by ei:

q0/(e0 a) + (q − q0)/(ei a).

Integrating from q0 to q1 gives

q0 d/(e0 a) + d²/(2 ei a).

Slow charging all the way to q1 would have cost

q1²/(2 e0 a) = (q0² + 2 q0 d + d²)/(2 e0 a).

Subtracting this from the sum of the two stages cancels the terms in q0² and q0 d, and leaves

(1/ei − 1/e0) d²/(2a).

The excess depends on the jump d and not on the starting charge. For several conductors the same cancellation needs one more property, the symmetry of the matrix that turns charges into potentials.

## Charges, potentials and work

Let the conductors be labelled by a finite set n. A charge distribution is a real vector q with one entry per conductor, and so is a potential. Write ⟨x, y⟩ for the sum of x_i y_i over the conductors; in Lean this is `x ⬝ᵥ y`, and a matrix acts on a vector by `*ᵥ`.

```lean
import Mathlib

open Matrix

namespace NonequilibriumSolvation

noncomputable section

variable {n : Type*} [Fintype n]
```

Adding charges dq to conductors at potentials φ costs ⟨dq, φ⟩. Along the straight path q(t) = a + t(b − a), with t from 0 to 1, the charge added is dq = (b − a) dt, so the work is

W(a → b) = ∫₀¹ ⟨b − a, φ(a + t(b − a))⟩ dt.

Here a and b are charge distributions. The potential φ is an arbitrary function of the charges at this point.

```lean
/-- The work of charging from `a` to `b` along the straight path, when the charges `q` feel
the potentials `φ q`. -/
def chargingWork (φ : (n → ℝ) → n → ℝ) (a b : n → ℝ) : ℝ :=
  ∫ t in (0 : ℝ)..1, (b - a) ⬝ᵥ φ (a + t • (b - a))
```

The shapes and positions of the conductors enter through a real matrix M, whose entry M_ij is the vacuum potential of conductor i per unit charge on conductor j. A medium of dielectric constant e reduces the vacuum potential by the factor e:

e φ(q) = M q for every q.

This relation is the physical postulate. It describes a linear, homogeneous and isotropic dielectric that fills all the space outside the conductors. Solvent structure, saturation and cavities with a dielectric constant of their own are left out.

```lean
/-- The potential `φ` is the response of a medium with dielectric constant `e`: multiplied by
`e`, it is the vacuum potential `M q` of the charges. -/
def IsResponse (M : Matrix n n ℝ) (e : ℝ) (φ : (n → ℝ) → n → ℝ) : Prop :=
  ∀ q, e • φ q = M *ᵥ q
```

Let φs be the full response, with constant e0, and φf the fast response, with constant ei. After a sudden change from q0 to q, the potential is

φs(q0) + φf(q − q0).

The first term is what the equilibrated solvent had established, and the second is the fast screening of the added charge. The sharp division into one frozen and one instantaneous part is an idealisation of a solvent that relaxes on many time scales.

```lean
/-- The potential after a sudden change of charge from `q0` to `q`: the full response `φs` stays
at its value for `q0`, and only the fast response `φf` follows the change. -/
def frozenPotential (φs φf : (n → ℝ) → n → ℝ) (q0 q : n → ℝ) : n → ℝ :=
  φs q0 + φf (q - q0)
```

The total work is that of slow charging from 0 to q0 plus that of the sudden stage from q0 to q1.

```lean
/-- The work of charging from zero to `q0` with the full response, and then from `q0` to `q1` in the
frozen potential, where only the fast response follows the change of charge. -/
def totalWork (φs φf : (n → ℝ) → n → ℝ) (q0 q1 : n → ℝ) : ℝ :=
  chargingWork φs 0 q0 + chargingWork (frozenPotential φs φf q0) q0 q1
```

## The two work integrals

In both stages the potential grows linearly along the path, from u to u + v. The work is then

∫₀¹ ⟨b − a, u + t v⟩ dt = ⟨b − a, u⟩ + ⟨b − a, v⟩/2,

because the integral of t over the unit interval is 1/2.

```lean
/-- If the potential grows linearly from `u` to `u + v` along the path, the work is the charge
added times `u + v / 2`. -/
theorem chargingWork_affine {φ : (n → ℝ) → n → ℝ} {a b u v : n → ℝ}
    (h : ∀ t : ℝ, φ (a + t • (b - a)) = u + t • v) :
    chargingWork φ a b = (b - a) ⬝ᵥ u + (b - a) ⬝ᵥ v / 2 := by
  unfold chargingWork
  simp only [h, dotProduct_add, dotProduct_smul, smul_eq_mul]
  rw [intervalIntegral.integral_add
      (Continuous.intervalIntegrable (by fun_prop) _ _)
      (Continuous.intervalIntegrable (by fun_prop) _ _),
    intervalIntegral.integral_const, intervalIntegral.integral_mul_const, integral_id]
  simp only [smul_eq_mul]
  ring
```

The proof splits the integral into its constant and linear parts, which is allowed because both are continuous, and evaluates each one.

For e ≠ 0 the dielectric relation can be solved for the potential:

φ(q) = (1/e) M q.

At e = 0 the relation would say nothing about φ, which is why the later theorems assume nonzero constants.

```lean
/-- For a nonzero dielectric constant the response is the vacuum potential divided by it. -/
theorem IsResponse.eq {M : Matrix n n ℝ} {e : ℝ} {φ : (n → ℝ) → n → ℝ}
    (h : IsResponse M e φ) (he : e ≠ 0) (q : n → ℝ) : φ q = (1 / e) • (M *ᵥ q) := by
  rw [← h q, smul_smul, one_div, inv_mul_cancel₀ he, one_smul]
```

In the slow stage the path starts at zero charge, so u = 0 and v = M q/e. The work is

W(0 → q) = ⟨q, M q⟩/(2e).

```lean
/-- Charging from zero to `q` in a medium of nonzero dielectric constant `e` costs
`⟨q, M q⟩ / (2 e)`. -/
theorem equilibrium_work {M : Matrix n n ℝ} {e : ℝ} {φ : (n → ℝ) → n → ℝ}
    (h : IsResponse M e φ) (he : e ≠ 0) (q : n → ℝ) :
    chargingWork φ 0 q = q ⬝ᵥ M *ᵥ q / (2 * e) := by
  have hp : ∀ t : ℝ, φ (0 + t • (q - 0)) = 0 + t • ((1 / e) • (M *ᵥ q)) := by
    intro t
    rw [h.eq he, sub_zero, zero_add, zero_add, Matrix.mulVec_smul, smul_comm]
  rw [chargingWork_affine hp]
  simp only [sub_zero, dotProduct_zero, dotProduct_smul, smul_eq_mul]
  ring
```

The intermediate statement `hp` puts the potential into the form u + t v, and `chargingWork_affine` does the integral.

In the sudden stage, with d = q1 − q0, the charge at parameter t is q0 + t d, and the potential is

M q0/e0 + t M d/ei.

Hence u = M q0/e0 and v = M d/ei, and the work is

⟨d, M q0⟩/e0 + ⟨d, M d⟩/(2 ei).

```lean
/-- With the slow response frozen at `q0` and nonzero dielectric constants, the second stage costs
`⟨d, M q0⟩ / e0 + ⟨d, M d⟩ / (2 ei)`, where `d = q1 - q0`. -/
theorem frozen_work {M : Matrix n n ℝ} {e0 ei : ℝ} {φs φf : (n → ℝ) → n → ℝ}
    (hs : IsResponse M e0 φs) (hf : IsResponse M ei φf) (he0 : e0 ≠ 0) (hei : ei ≠ 0)
    (q0 q1 : n → ℝ) :
    chargingWork (frozenPotential φs φf q0) q0 q1 =
      (q1 - q0) ⬝ᵥ M *ᵥ q0 / e0 + (q1 - q0) ⬝ᵥ M *ᵥ (q1 - q0) / (2 * ei) := by
  have hp : ∀ t : ℝ, frozenPotential φs φf q0 (q0 + t • (q1 - q0)) =
      (1 / e0) • (M *ᵥ q0) + t • ((1 / ei) • (M *ᵥ (q1 - q0))) := by
    intro t
    unfold frozenPotential
    rw [add_sub_cancel_left, hs.eq he0, hf.eq hei, Matrix.mulVec_smul,
      smul_comm (1 / ei) t]
  rw [chargingWork_affine hp]
  simp only [dotProduct_smul, smul_eq_mul]
  ring
```

## Symmetry removes the dependence on the starting charge

Add the two stages and subtract the equilibrium work for q1. Expanding the latter with q1 = q0 + d gives

⟨q1, M q1⟩ = ⟨q0, M q0⟩ + ⟨q0, M d⟩ + ⟨d, M q0⟩ + ⟨d, M d⟩.

The terms in ⟨q0, M q0⟩ cancel, and what remains is

(1/ei − 1/e0) ⟨d, M d⟩/2 + (⟨d, M q0⟩ − ⟨q0, M d⟩)/(2 e0).

If M is symmetric, the last bracket vanishes. This is electrostatic reciprocity: the charges d in the potential of q0 have the same energy as the charges q0 in the potential of d. The excess is therefore

(1/ei − 1/e0) ⟨d, M d⟩/2.

```lean
/-- For symmetric `M` and nonzero dielectric constants, the two-stage work exceeds the equilibrium
work for `q1` by `(1 / ei - 1 / e0) ⟨d, M d⟩ / 2`, where `d = q1 - q0`. -/
theorem nonequilibrium_excess {M : Matrix n n ℝ} {e0 ei : ℝ} {φs φf : (n → ℝ) → n → ℝ}
    (hM : M.IsSymm) (hs : IsResponse M e0 φs) (hf : IsResponse M ei φf)
    (he0 : e0 ≠ 0) (hei : ei ≠ 0) (q0 q1 : n → ℝ) :
    totalWork φs φf q0 q1 - q1 ⬝ᵥ M *ᵥ q1 / (2 * e0) =
      (1 / ei - 1 / e0) * ((q1 - q0) ⬝ᵥ M *ᵥ (q1 - q0)) / 2 := by
  -- reciprocity of the two charge distributions
  have hr : q0 ⬝ᵥ M *ᵥ q1 = q1 ⬝ᵥ M *ᵥ q0 := by
    rw [Matrix.dotProduct_mulVec, ← Matrix.mulVec_transpose, hM.eq, dotProduct_comm]
  rw [totalWork, equilibrium_work hs he0, frozen_work hs hf he0 hei]
  simp only [Matrix.mulVec_sub, dotProduct_sub, sub_dotProduct]
  rw [hr]
  ring
```

The step `hr` is reciprocity for the pair q0, q1. The two work formulas are then inserted, the products are expanded, and `ring` collects the terms. The theorem gives a signed difference: M is not assumed positive, and the two constants are not ordered, so the word "excess" does not yet promise a positive number.

In continuum solvation models, a term of this kind separates a vertical excitation or a sudden charge transfer from its relaxed counterpart. The result here covers prescribed charges on finitely many conductors in a linear medium, without any solute wavefunction that readjusts to the solvent.

The expansion also shows what happens if the formula is known and the symmetry is not. Suppose the formula holds for every q0 and q1. Then the remaining bracket must vanish, and since the terms in ⟨q0, M q0⟩ drop out of it,

⟨q1, M q0⟩ − ⟨q0, M q1⟩ = 0 for all q0 and q1.

Putting a unit charge on conductor i for q0, and on conductor j for q1, gives M_ji = M_ij.

```lean
/-- Conversely, if the excess formula holds for all pairs of charge distributions, with nonzero
dielectric constants, then `M` is symmetric. -/
theorem isSymm_of_excess {M : Matrix n n ℝ} {e0 ei : ℝ} {φs φf : (n → ℝ) → n → ℝ}
    (hs : IsResponse M e0 φs) (hf : IsResponse M ei φf) (he0 : e0 ≠ 0) (hei : ei ≠ 0)
    (H : ∀ q0 q1 : n → ℝ, totalWork φs φf q0 q1 - q1 ⬝ᵥ M *ᵥ q1 / (2 * e0) =
      (1 / ei - 1 / e0) * ((q1 - q0) ⬝ᵥ M *ᵥ (q1 - q0)) / 2) :
    M.IsSymm := by
  classical
  have key : ∀ q0 q1 : n → ℝ, q1 ⬝ᵥ M *ᵥ q0 = q0 ⬝ᵥ M *ᵥ q1 := by
    intro q0 q1
    have h := H q0 q1
    rw [totalWork, equilibrium_work hs he0, frozen_work hs hf he0 hei] at h
    simp only [Matrix.mulVec_sub, dotProduct_sub, sub_dotProduct] at h
    have hz : (q1 ⬝ᵥ M *ᵥ q0 - q0 ⬝ᵥ M *ᵥ q1) * e0⁻¹ = 0 := by
      linear_combination 2 * h
    exact sub_eq_zero.mp ((mul_eq_zero.mp hz).resolve_right (inv_ne_zero he0))
  -- unit charges on two conductors pick out the matrix entries
  apply Matrix.IsSymm.ext
  intro i j
  simpa using key (Pi.single i 1) (Pi.single j 1)
```

In the proof, `key` is the vanishing bracket, obtained from the assumed formula by dividing out the nonzero e0. The vectors `Pi.single i 1` and `Pi.single j 1` are the two unit charges. The argument does not need ei and e0 to differ.

## Moving charge between two spheres

For two spheres of radii a₁ and a₂ with centres a distance R apart, take the self-potentials per unit charge as 1/a₁ and 1/a₂, and the mutual one as 1/R:

M = ( 1/a₁  1/R ; 1/R  1/a₂ ).

All the entries ignore the way each conductor redistributes the charge on the other, which is a good approximation when R is large compared with the radii. The physical reading requires positive radii and spheres that do not overlap.

```lean
/-- The vacuum potential matrix of two charged spheres with radii `a₁`, `a₂` and centre separation
`R`, all positive, in the approximation that neglects the redistribution of charge on each sphere by
the other. -/
def twoSpheres (a₁ a₂ R : ℝ) : Matrix (Fin 2) (Fin 2) ℝ :=
  !![1 / a₁, 1 / R; 1 / R, 1 / a₂]
```

This matrix is symmetric, since both off-diagonal entries are 1/R. A potential that obeys the dielectric relation can be written down at once for any e ≠ 0:

φ(q) = (1/e) M q, so that e φ(q) = M q.

```lean
/-- The two-sphere matrix is symmetric, and its vacuum potential divided by a nonzero dielectric
constant `e` is a response of the medium. -/
theorem response_witness (a₁ a₂ R : ℝ) {e : ℝ} (he : e ≠ 0) :
    (twoSpheres a₁ a₂ R).IsSymm ∧
      IsResponse (twoSpheres a₁ a₂ R) e (fun q => (1 / e) • (twoSpheres a₁ a₂ R *ᵥ q)) := by
  constructor
  · apply Matrix.IsSymm.ext
    intro i j
    fin_cases i <;> fin_cases j <;> simp [twoSpheres]
  · intro q
    rw [smul_smul, mul_one_div_cancel he, one_smul]
```

Now move a charge Δ from the first sphere to the second, so that d = (−Δ, Δ). The change in the vacuum potentials is

M d = (−Δ/a₁ + Δ/R, −Δ/R + Δ/a₂),

and therefore

⟨d, M d⟩ = Δ² (1/a₁ + 1/a₂ − 2/R).

Half of this, multiplied by the difference of the inverse dielectric constants, is the excess work:

Δ² (1/ei − 1/e0) (1/(2a₁) + 1/(2a₂) − 1/R).

The initial charges q0 are arbitrary and do not appear in it.

```lean
/-- When a charge `Δ` moves from the first sphere to the second, at nonzero dielectric constants,
the excess work is `Δ² (1 / ei - 1 / e0) (1 / (2 a₁) + 1 / (2 a₂) - 1 / R)`. -/
theorem two_sphere_excess {a₁ a₂ R e0 ei : ℝ} {φs φf : (Fin 2 → ℝ) → Fin 2 → ℝ}
    (hs : IsResponse (twoSpheres a₁ a₂ R) e0 φs) (hf : IsResponse (twoSpheres a₁ a₂ R) ei φf)
    (he0 : e0 ≠ 0) (hei : ei ≠ 0) (q0 : Fin 2 → ℝ) (Δ : ℝ) :
    totalWork φs φf q0 (q0 + ![-Δ, Δ]) -
        (q0 + ![-Δ, Δ]) ⬝ᵥ twoSpheres a₁ a₂ R *ᵥ (q0 + ![-Δ, Δ]) / (2 * e0) =
      Δ ^ 2 * (1 / ei - 1 / e0) * (1 / (2 * a₁) + 1 / (2 * a₂) - 1 / R) := by
  have hq : ![-Δ, Δ] ⬝ᵥ twoSpheres a₁ a₂ R *ᵥ ![-Δ, Δ] =
      Δ ^ 2 * (1 / a₁ + 1 / a₂ - 2 / R) := by
    simp only [twoSpheres, Matrix.mulVec, dotProduct, Fin.sum_univ_two, Matrix.of_apply,
      Matrix.cons_val_zero, Matrix.cons_val_one]
    ring
  rw [nonequilibrium_excess (response_witness a₁ a₂ R he0).1 hs hf he0 hei,
    add_sub_cancel_left, hq]
  ring
```

The step `hq` evaluates the quadratic form, and the general theorem supplies the rest. The expression is the one known as Marcus's outer-sphere reorganisation energy. What is obtained here is its electrostatic content, as a difference of charging works in the two-sphere model; rates and activation barriers of electron transfer do not enter.

As R → ∞ the mutual term disappears, and the excess becomes the sum of two one-sphere results from the opening calculation, with jumps −Δ and Δ.

For a solvent with 0 < ei < e0, the factor 1/ei − 1/e0 is positive. The geometric factor can be written as

½ [(1/a₁ − 1/R) + (1/a₂ − 1/R)],

and both brackets are positive when R exceeds each of the two positive radii. Spheres that do not overlap satisfy this, since then R ≥ a₁ + a₂. With Δ ≠ 0 all three factors are positive, and so is the excess work.

```lean
/-- The excess work of moving a nonzero charge between the spheres is positive if
`0 < ei < e0` and the separation exceeds both positive radii. -/
theorem two_sphere_excess_pos {a₁ a₂ R e0 ei : ℝ} {φs φf : (Fin 2 → ℝ) → Fin 2 → ℝ}
    (hs : IsResponse (twoSpheres a₁ a₂ R) e0 φs) (hf : IsResponse (twoSpheres a₁ a₂ R) ei φf)
    (hei : 0 < ei) (hlt : ei < e0) (ha₁ : 0 < a₁) (ha₂ : 0 < a₂) (h₁ : a₁ < R) (h₂ : a₂ < R)
    (q0 : Fin 2 → ℝ) {Δ : ℝ} (hΔ : Δ ≠ 0) :
    0 < totalWork φs φf q0 (q0 + ![-Δ, Δ]) -
      (q0 + ![-Δ, Δ]) ⬝ᵥ twoSpheres a₁ a₂ R *ᵥ (q0 + ![-Δ, Δ]) / (2 * e0) := by
  rw [two_sphere_excess hs hf (hei.trans hlt).ne' hei.ne']
  have hp : 0 < 1 / ei - 1 / e0 := sub_pos.mpr (one_div_lt_one_div_of_lt hei hlt)
  -- each self-energy term outweighs half of the mutual term
  have hg : 0 < 1 / (2 * a₁) + 1 / (2 * a₂) - 1 / R := by
    have k₁ := one_div_lt_one_div_of_lt ha₁ h₁
    have k₂ := one_div_lt_one_div_of_lt ha₂ h₂
    have e : 1 / (2 * a₁) + 1 / (2 * a₂) - 1 / R =
        ((1 / a₁ - 1 / R) + (1 / a₂ - 1 / R)) / 2 := by ring
    rw [e]
    linarith
  have hd : 0 < Δ ^ 2 := by positivity
  exact mul_pos (mul_pos hd hp) hg

end

end NonequilibriumSolvation
```

The statements `hd`, `hp` and `hg` are the positivity of Δ², of the dielectric factor and of the geometric factor, and the last line multiplies them. In this model, with 0 < ei < e0 and spheres that do not overlap, moving charge while the slow polarisation stays frozen costs more than moving the same charge slowly, whichever direction the charge takes.

```lean
#print axioms NonequilibriumSolvation.chargingWork_affine
#print axioms NonequilibriumSolvation.isSymm_of_excess
#print axioms NonequilibriumSolvation.two_sphere_excess_pos
```

```
'NonequilibriumSolvation.chargingWork_affine' depends on axioms: [propext, Classical.choice, Quot.sound]
'NonequilibriumSolvation.isSymm_of_excess' depends on axioms: [propext, Classical.choice, Quot.sound]
'NonequilibriumSolvation.two_sphere_excess_pos' depends on axioms: [propext, Classical.choice, Quot.sound]
```
